# The bosonic Thouless theorem for condensates: exp(D) x^N = (x + y)^N for a derivation D with D x = y and D y = 0

Let D be a derivation of a commutative algebra over a field of characteristic zero, and let x and y be elements with D x = y and D y = 0; then the exponential series of D turns x^N into (x + y)^N, and all its terms beyond order N vanish. For bosons in finitely many modes, it follows that the exponential of a single-excitation operator turns one condensate into another.

```lean
import Mathlib

open MvPolynomial

namespace BosonicThouless

noncomputable section

section Abstract

variable {K A : Type*} [Field K] [CommRing A] [Algebra K A]

/-- The exponential series of a derivation `D`, kept up to order `N` and applied to `f`. -/
def expUpTo (D : Derivation K A A) (N : ℕ) (f : A) : A :=
  ∑ k ∈ Finset.range (N + 1), ((k.factorial : K)⁻¹) • (⇑D)^[k] f

/-- Exciting a condensate `k` times moves `k` of its `N` bosons from `x` to `y`, with the
falling factorial `N (N - 1) ⋯ (N - k + 1)` as weight. -/
theorem iterate_condensate (D : Derivation K A A) {x y : A} (hx : D x = y) (hy : D y = 0)
    (N k : ℕ) :
    (⇑D)^[k] (x ^ N) = (N.descFactorial k : A) * (x ^ (N - k) * y ^ k) := by
  induction k with
  | zero => simp
  | succ k ih =>
    have h : N - (k + 1) = N - k - 1 := by omega
    rw [Function.iterate_succ_apply', ih, Nat.descFactorial_succ, h, Nat.cast_mul]
    generalize N - k = m
    -- in the product rule only the derivative of `x ^ m` contributes
    simp only [Derivation.leibniz, Derivation.leibniz_pow, Derivation.map_natCast, hx, hy,
      smul_eq_mul, nsmul_eq_mul, mul_zero, add_zero, zero_add]
    ring

/-- More than `N` successive excitations annihilate a condensate of `N` bosons. -/
theorem iterate_condensate_eq_zero (D : Derivation K A A) {x y : A} (hx : D x = y)
    (hy : D y = 0) {N k : ℕ} (hk : N < k) : (⇑D)^[k] (x ^ N) = 0 := by
  rw [iterate_condensate D hx hy, Nat.descFactorial_eq_zero_iff_lt.mpr hk, Nat.cast_zero,
    zero_mul]

/-- Bosonic Thouless theorem: if `D` excites `x` to `y` and annihilates `y`, its exponential
series up to order `N` turns the condensate `x ^ N` into the condensate `(x + y) ^ N`. -/
theorem exp_condensate [CharZero K] (D : Derivation K A A) {x y : A} (hx : D x = y)
    (hy : D y = 0) (N : ℕ) : expUpTo D N (x ^ N) = (x + y) ^ N := by
  unfold expUpTo
  rw [add_comm x y, add_pow]
  refine Finset.sum_congr rfl fun k _ => ?_
  have hk : (k.factorial : K) ≠ 0 := Nat.cast_ne_zero.mpr k.factorial_ne_zero
  -- the factorial cancels and leaves a binomial coefficient
  have cancel (w : A) : ((k.factorial : K)⁻¹) • ((k.factorial : A) * w) = w := by
    rw [← nsmul_eq_mul, ← Nat.cast_smul_eq_nsmul K, smul_smul, inv_mul_cancel₀ hk, one_smul]
  rw [iterate_condensate D hx hy, Nat.descFactorial_eq_factorial_mul_choose, Nat.cast_mul,
    mul_assoc, cancel]
  ring

end Abstract

section Modes

variable {σ : Type*} [Fintype σ] [DecidableEq σ]

/-- The creation operator of the orbital with components `c i`, as a polynomial in the
commuting creation operators `X i` of the modes. -/
def creation (c : σ → ℂ) : MvPolynomial σ ℂ := ∑ i, C (c i) * X i

/-- The part of an orbital's creation operator that lies outside the reference mode `o`. -/
def virtualPart (o : σ) (z : σ → ℂ) : MvPolynomial σ ℂ :=
  ∑ i ∈ Finset.univ.erase o, C (z i) * X i

/-- The single-excitation operator with amplitudes `z i`: it annihilates a boson in the
reference mode `o` and creates one in the other modes. -/
def excitation (o : σ) (z : σ → ℂ) :
    Derivation ℂ (MvPolynomial σ ℂ) (MvPolynomial σ ℂ) :=
  virtualPart o z • pderiv o

/-- The single-excitation operator sends the reference mode to the virtual orbital and
annihilates the virtual orbital. -/
theorem excitation_witness (o : σ) (z : σ → ℂ) :
    excitation o z (X o) = virtualPart o z ∧ excitation o z (virtualPart o z) = 0 := by
  constructor
  · rw [excitation, Derivation.smul_apply, pderiv_X_self, smul_eq_mul, mul_one]
  · have h : pderiv o (virtualPart o z) = 0 := by
      unfold virtualPart
      rw [map_sum]
      refine Finset.sum_eq_zero fun i hi => ?_
      rw [Derivation.leibniz, pderiv_C, pderiv_X_of_ne (Finset.ne_of_mem_erase hi),
        smul_zero, smul_zero, add_zero]
    rw [excitation, Derivation.smul_apply, h, smul_zero]

/-- A condensate whose orbital has a nonzero component `c o` on the reference mode is
`c o ^ N` times the exponential of single excitations, with amplitudes `c i / c o`, acting on
the reference condensate. -/
theorem condensate_eq_exp (o : σ) (c : σ → ℂ) (ho : c o ≠ 0) (N : ℕ) :
    creation c ^ N =
      C (c o ^ N) * expUpTo (excitation o fun i => c i / c o) N (X o ^ N) := by
  obtain ⟨h1, h2⟩ := excitation_witness o fun i => c i / c o
  -- factor the reference component out of the orbital
  have split : creation c = C (c o) * (X o + virtualPart o fun i => c i / c o) := by
    unfold creation virtualPart
    rw [← Finset.add_sum_erase Finset.univ _ (Finset.mem_univ o), mul_add, Finset.mul_sum]
    congr 1
    refine Finset.sum_congr rfl fun i _ => ?_
    have e : c o * (c i / c o) = c i := by field_simp
    rw [← mul_assoc, ← C_mul, e]
  rw [exp_condensate _ h1 h2, split, mul_pow, C_pow]

/-- A condensate of at least one boson is a nonzero multiple of an exponential of single
excitations of the reference condensate exactly when its orbital has a nonzero component on
the reference mode. -/
theorem thouless_form_iff (o : σ) (c : σ → ℂ) {N : ℕ} (hN : N ≠ 0) :
    (∃ (z : σ → ℂ) (a : ℂ), a ≠ 0 ∧
      creation c ^ N = C a * expUpTo (excitation o z) N (X o ^ N)) ↔ c o ≠ 0 := by
  constructor
  · rintro ⟨z, a, ha, h⟩ hc
    obtain ⟨h1, h2⟩ := excitation_witness o z
    rw [exp_condensate _ h1 h2] at h
    -- compare the weights of the reference condensate on both sides
    let p : σ → ℂ := fun i => if i = o then 1 else 0
    have hl : eval p (creation c) = 0 := by
      simp [creation, p, hc]
    have hv : eval p (virtualPart o z) = 0 := by
      unfold virtualPart
      rw [map_sum]
      refine Finset.sum_eq_zero fun i hi => ?_
      simp [p, Finset.ne_of_mem_erase hi]
    have hp : p o = 1 := if_pos rfl
    have e := congrArg (eval p) h
    rw [map_pow, hl, zero_pow hN, map_mul, map_pow, map_add, hv, eval_C, eval_X, hp,
      add_zero, one_pow, mul_one] at e
    exact ha e.symm
  · intro ho
    exact ⟨fun i => c i / c o, c o ^ N, pow_ne_zero N ho, condensate_eq_exp o c ho N⟩

end Modes

end

end BosonicThouless
```

```lean
#print axioms BosonicThouless.iterate_condensate_eq_zero
-- 'BosonicThouless.iterate_condensate_eq_zero' depends on axioms: [propext, Classical.choice, Quot.sound]
#print axioms BosonicThouless.exp_condensate
-- 'BosonicThouless.exp_condensate' depends on axioms: [propext, Classical.choice, Quot.sound]
#print axioms BosonicThouless.thouless_form_iff
-- 'BosonicThouless.thouless_form_iff' depends on axioms: [propext, Classical.choice, Quot.sound]
```

## The identity for an arbitrary derivation

A derivation is a linear map that obeys the product rule, D(f g) = f D g + g D f. In the file it is an object of type `Derivation K A A`, where `K` is the field of scalars and `A` the commutative algebra. The notation `(⇑D)^[k] f` means that D is applied k times to f, and `expUpTo D N f` is the sum

∑_{k=0}^{N} (1/k!) D^k f.

The theorem `exp_condensate` says that for f = x^N this sum equals (x + y)^N, for every natural number N, including N = 0, where both sides are 1. The hypothesis `CharZero K` makes every factorial k! nonzero in the field, so that it can be divided by. The rational, real and complex numbers all qualify.

Since the sum is finite, no question of convergence arises. Nor does the cut at order N change the result: `iterate_condensate_eq_zero` states that D^k x^N = 0 whenever k > N. The finite sum is therefore the complete exponential series on this element, and exp(D) x^N is a fair name for it.

## Polynomials as boson states

Let b_i† and b_i create and annihilate a boson in mode i. The creation operators commute with one another, so, for finitely many modes, every state with at most a given number of bosons is a polynomial in the b_i† acting on the vacuum. The file writes X i for b_i† and takes the polynomial itself as the state. Creation in mode i is then multiplication by X i, and annihilation is the partial derivative ∂_i with respect to X i, because ∂_i sends the vacuum, the constant polynomial 1, to zero and the two operations satisfy the bosonic commutation relation

∂_i X_j − X_j ∂_i = δ_ij.

The modes are the elements of a finite type `σ`, and one of them, `o`, is the reference mode. An orbital with complex components c_i has the creation operator

`creation c` = ∑_i c_i X_i,

and its N-th power is a condensate, a state in which all N bosons occupy that one orbital. The reference condensate is X_o^N.

A single-excitation operator with amplitudes z_i removes a boson from the reference mode and puts it into the others:

T = ∑_{i≠o} z_i b_i† b_o, which becomes (∑_{i≠o} z_i X_i) ∂_o.

The polynomial in brackets is `virtualPart o z`, and the whole operator is `excitation o z`. It is a derivation because a partial derivative multiplied by a fixed polynomial still obeys the product rule. The component z_o never enters, since the sum leaves out the mode o.

The two hypotheses of the abstract identity now have a direct meaning. D x = y says that exciting a boson in the reference orbital x puts it into the orbital y. D y = 0 says that a boson which has already been excited can't be excited again, because T annihilates only bosons in the reference mode. For `excitation o z` neither is an assumption: `excitation_witness` proves both, with x = X_o and y = `virtualPart o z`.

## Which condensates can be reached

The theorem `condensate_eq_exp` starts from an arbitrary orbital c whose component c_o on the reference mode is nonzero. It states that

(∑_i c_i X_i)^N = c_o^N exp(T) X_o^N, with amplitudes z_i = c_i/c_o.

The theorem `thouless_form_iff` adds the converse for N ≥ 1: the condensate of c is a nonzero multiple of some exponential of single excitations on the reference condensate exactly when c_o ≠ 0. The restriction on N is needed, because for N = 0 both states are the vacuum, whatever c_o is. The multiple is required to be nonzero because otherwise the zero vector, which arises from c = 0, would count as a state of this form.

These polynomials are not normalised. With the usual inner product of Fock space, X_o^N has norm √(N!), and so has the condensate of any orbital with ∑_i |c_i|² = 1. Dividing both by √(N!) gives normalised states |o⟩ and |c⟩, and the relation keeps its form:

|c⟩ = c_o^N exp(T) |o⟩, where ⟨o|c⟩ = c_o^N.

In this reading, which adds an inner product that the file doesn't define, the condition c_o ≠ 0 says for N ≥ 1 that the two condensates are not orthogonal. The state exp(T)|o⟩ has overlap 1 with the reference, which is the intermediate normalisation of coupled-cluster theory.

Thouless's theorem is best known for fermions, where it relates Slater determinants that are not orthogonal. There the creation operators anticommute and several orbitals are occupied, so the polynomial model used here doesn't apply. What is proved is the analogue for bosons that all share one orbital, with finitely many modes. No Hamiltonian appears, and states with bosons spread over several reference orbitals are not treated.

For coupled-cluster theory on such a bosonic condensate, the consequence is that an ansatz with single excitations alone changes only the orbital: it yields another uncorrelated product state, and correlation has to come from higher excitations.

## Counting the excitations

The derivation begins with repeated application of D to x^N. The claim is

D^k x^N = N(N−1)⋯(N−k+1) x^(N−k) y^k.

For k = 0 the product of integers is empty and both sides are x^N. Suppose that the formula holds for some k, and write m = N − k. Applying D once more, the integer in front stays where it is, and the product rule gives

D(x^m y^k) = y^k D(x^m) + x^m D(y^k).

The second term vanishes, because D(y^k) is a multiple of D y = 0. In the first term, D(x^m) = m x^(m−1) D x = m x^(m−1) y. Hence

D(x^m y^k) = m x^(m−1) y^(k+1),

and the new factor m = N − k extends the falling product by one step. In physical terms, there are N − k bosons left in the reference orbital, and any one of them can be excited next.

At k = N no boson is left: m = 0, and the next application of D gives zero. From then on the falling product contains the factor 0, so D^k x^N = 0 for all k > N.

The lemma `iterate_condensate` is this induction. The falling product is `N.descFactorial k`, and `Nat.descFactorial_succ` supplies its next factor. The `generalize` step replaces N − k by m, as above. The `simp only` call then applies the product and power rules together with D x = y and D y = 0, and `ring` matches the remaining monomials. Subtraction of natural numbers stops at zero in Lean, so the exponent N − k is 0 for k > N, but the vanishing coefficient makes the formula correct there as well. The lemma `iterate_condensate_eq_zero` records that case.

## From falling products to the binomial theorem

For k ≤ N the falling product equals k! times a binomial coefficient:

N(N−1)⋯(N−k+1) = k! · C(N, k).

The factor 1/k! in the exponential series cancels the factorial, and the sum becomes

∑_{k=0}^{N} (1/k!) D^k x^N = ∑_{k=0}^{N} C(N, k) x^(N−k) y^k = (x + y)^N.

The proof of `exp_condensate` expands the right-hand side by the binomial theorem, `add_pow`, and compares the two sums term by term. It first exchanges x and y in the sum x + y, so that the index k counts powers of y on both sides. The local statement `cancel` removes the factorial. It needs its own short argument because 1/k! is a scalar in `K`, while the k! it meets is an element of `A`.

## Applying the identity to orbitals

To use the result for T, its action on the two orbitals has to be checked. Write v = ∑_{i≠o} z_i X_i. Then

T X_o = v ∂_o X_o = v,

T v = v ∂_o v = 0,

since v doesn't contain the variable X_o. The proof of `excitation_witness` follows these two lines and obtains ∂_o v = 0 by differentiating each term of the sum. The abstract identity therefore gives

exp(T) X_o^N = (X_o + v)^N.

Now take an orbital with c_o ≠ 0 and factor out its reference component:

∑_i c_i X_i = c_o (X_o + ∑_{i≠o} (c_i/c_o) X_i).

With z_i = c_i/c_o the bracket is X_o + v. Its N-th power is exp(T) X_o^N, and the prefactor becomes c_o^N. In `condensate_eq_exp` the factorisation is the local statement `split`, and the last line combines it with `exp_condensate`. If o is the only mode, then v = 0 and T = 0, and the relation reduces to (c_o X_o)^N = c_o^N X_o^N.

For the converse, suppose that N ≥ 1 and that for some amplitudes z_i and some a ≠ 0

(∑_i c_i X_i)^N = a (X_o + v)^N.

Set X_o = 1 and all other variables to 0. On the left only the reference component survives, which leaves c_o^N. On the right v becomes 0 and the bracket becomes 1, which leaves a. Hence c_o^N = a ≠ 0, and so c_o ≠ 0. Both polynomials are homogeneous of degree N, so this evaluation reads off the coefficient of X_o^N, that is, the weight of the reference condensate.

The proof of `thouless_form_iff` puts the same comparison as a contradiction. It assumes c_o = 0 and evaluates both sides at the point `p`. The statements `hl` and `hv` say that the orbital and v both vanish there. Since N ≠ 0, the left-hand side is 0, so a = 0, against the assumption. The other direction takes its amplitudes c_i/c_o and its prefactor c_o^N from `condensate_eq_exp`.
